# An empty fermionic mode under a constant drive f fills as |f|² sin²(wt)/w²

Before I trust a time-propagation code on a larger problem, I run it on one driven level and compare the occupation at each time step with a closed formula. The level starts empty and has the Hamiltonian

H = e a†a + f a† + conj(f) a

with e real, f complex, both constant in time, and ħ = 1. With w = √(e²/4 + |f|²) > 0, the occupation should be

N(t) = |f|² sin²(wt)/w².

I would like to see this derived from a² = 0 and aa† + a†a = 1 alone, without choosing a basis, and in a form that a proof assistant has checked. Can that be done in Lean 4 with Mathlib?

## The shifted Hamiltonian squares to w²

Yes, for finite matrices that satisfy these two relations. The key is that H, measured from e/2, squares to a number, so its exponential series collapses to a sine and a cosine.

Taking the adjoint of a² = 0 gives (a†)² = 0. Replacing aa† by 1 − a†a then gives

a†aa† = a†(1 − a†a) = a†

aa†a = (1 − a†a)a = a

(a†a)² = (a†aa†)a = a†a.

Set K = H − e/2 = e(a†a − 1/2) + f a† + conj(f) a. Its square has three kinds of terms:

(a†a − 1/2)² = a†a − a†a + 1/4 = 1/4

(a†a − 1/2)a† + a†(a†a − 1/2) = a† − a† = 0, and likewise with a in place of the outer a†

(f a† + conj(f) a)² = |f|²(a†a + aa†) = |f|².

Hence K² = e²/4 + |f|² = w².

For w > 0, put J = K/w, so that J² = 1. In the series of exp(−iwtJ), the even powers of J are 1 and the odd powers are J. The even terms sum to cos(wt) and the odd ones to −iJ sin(wt). The number e/2 commutes with everything, so

exp(−itH) = exp(−iet/2) [cos(wt) − i (sin(wt)/w) K].

Now let v be a unit vector with av = 0. Then aa†v = v − a†av = v, and

aHv = e aa†av + f aa†v + conj(f) a²v = f v.

Since av = 0, also aKv = f v. The cosine term vanishes under a, which leaves

a exp(−itH) v = −i exp(−iet/2) f (sin(wt)/w) v.

The phase has modulus one and v has norm one, so the squared norm is |f|² sin²(wt)/w².

The same formula tells when the mode fills completely. N(t) = 1 requires |f|² sin²(wt) = e²/4 + |f|². The left side is at most |f|², so e = 0. Also f ≠ 0, because without a drive the mode stays empty. Conversely, if e = 0 and f ≠ 0, then w = |f| and the mode is full at t = π/(2|f|).

## Matrices, vectors and the constant drive in Lean

The operator a is a `Matrix n n ℂ` over a finite index type `n`, and `aᴴ` is its conjugate transpose, the creation operator a†. The hypotheses `ha` and `hac` are the relations a² = 0 and aa† + a†a = 1. The state v is a function `n → ℂ`; `hv` says that the mode is empty in v, and `hunit` says that the squared moduli of its components sum to one. The matrix may be larger than a single mode needs, in which case v is any state in which this mode is empty.

`hamiltonian`, `frequency` and `evolution` are H, w and exp(−itH), the last as a matrix exponential. `occupation` is the sum of |(aψ)_i|², which equals the expectation value of a†a in ψ. The sum is written out because Mathlib's default norm on `n → ℂ` is the largest modulus of a component, not the Euclidean length.

The main theorem, `occupation_evolution`, says that for all real e and t and all complex f

N(t) = (|f| t sinc(wt))², where sinc(x) = sin(x)/x and sinc(0) = 1.

For w > 0, t sinc(wt) is sin(wt)/w. The theorem `rabi_formula` states the result as w² N(t) = |f|² sin²(wt), and dividing by w² gives the formula in your question. `complete_filling_iff` is the criterion for complete filling.

The constant f is postulated. A term linear in a† changes the particle number by one, so with a number f it mixes even and odd fermion numbers, which the parity superselection rule forbids for physical fermions. The physical reading is a two-level system: empty and full stand for its two levels, f is the coupling between them, and e is the detuning. Rabi's problem of an oscillating field reaches this constant Hamiltonian only after a change to a rotating frame, usually with a rotating-wave approximation; the theorems start after that step. They also leave out damping, a time-dependent f, coupling to other modes and infinite-dimensional spaces.

For simulation practice, this gives an exact reference curve for a propagator, restricted to one mode with constant parameters.

```lean
import Mathlib

open Matrix ComplexConjugate

namespace DrivenFermionMode

noncomputable section

variable {n : Type*} [Fintype n] [DecidableEq n]

/-- The Hamiltonian `e a†a + f a† + f* a` of a single mode with energy `e` and drive `f`. -/
def hamiltonian (a : Matrix n n ℂ) (e : ℝ) (f : ℂ) : Matrix n n ℂ :=
  (e : ℂ) • (aᴴ * a) + f • aᴴ + conj f • a

/-- The frequency `w = √(e²/4 + |f|²)`. -/
def frequency (e : ℝ) (f : ℂ) : ℝ := √(e ^ 2 / 4 + ‖f‖ ^ 2)

/-- The time evolution operator `exp(-itH)` of the driven mode. -/
def evolution (a : Matrix n n ℂ) (e : ℝ) (f : ℂ) (t : ℝ) : Matrix n n ℂ :=
  NormedSpace.exp ((-(Complex.I * t)) • hamiltonian a e f)

/-- The occupation of the mode in the state `ψ`, as the squared norm of `a ψ`. -/
def occupation (a : Matrix n n ℂ) (ψ : n → ℂ) : ℝ := ∑ i, ‖(a *ᵥ ψ) i‖ ^ 2

lemma frequency_sq (e : ℝ) (f : ℂ) : frequency e f ^ 2 = e ^ 2 / 4 + ‖f‖ ^ 2 :=
  Real.sq_sqrt (by positivity)

lemma mul_sinc (w t : ℝ) : w * (t * Real.sinc (w * t)) = Real.sin (w * t) := by
  rw [← mul_assoc]
  generalize w * t = x
  by_cases hx : x = 0
  · simp [hx]
  · rw [Real.sinc_of_ne_zero hx]
    field_simp

/-- If `J² = 1`, then `exp(x + yJ) = eˣ (cosh y + J sinh y)`. -/
theorem exp_involution (J : Matrix n n ℂ) (hJ : J * J = 1) (x y : ℂ) :
    NormedSpace.exp (x • (1 : Matrix n n ℂ) + y • J) =
      Complex.exp x • (Complex.cosh y • (1 : Matrix n n ℂ) + Complex.sinh y • J) := by
  -- powers split over the two eigenspaces of J
  have hpow : ∀ k : ℕ, (x • (1 : Matrix n n ℂ) + y • J) ^ k =
      (x + y) ^ k • ((1 / 2 : ℂ) • (1 + J)) + (x + -y) ^ k • ((1 / 2 : ℂ) • (1 - J)) := by
    intro k
    induction k with
    | zero => simp only [pow_zero]; module
    | succ k ih =>
      rw [pow_succ, ih]
      simp only [add_mul, sub_mul, mul_add, smul_mul_assoc, mul_smul_comm, one_mul,
        mul_one, hJ, pow_succ]
      module
  have hs : ∀ z : ℂ, HasSum (fun k : ℕ => z ^ k / (k.factorial : ℂ)) (Complex.exp z) := by
    intro z
    rw [Complex.exp_eq_exp_ℂ]
    exact NormedSpace.expSeries_div_hasSum_exp z
  have hsum := ((hs (x + y)).smul_const ((1 / 2 : ℂ) • (1 + J))).add
    ((hs (x + -y)).smul_const ((1 / 2 : ℂ) • (1 - J)))
  have hterm : ∀ k : ℕ, ((k.factorial : ℂ)⁻¹) • (x • (1 : Matrix n n ℂ) + y • J) ^ k =
      ((x + y) ^ k / (k.factorial : ℂ)) • ((1 / 2 : ℂ) • (1 + J)) +
      ((x + -y) ^ k / (k.factorial : ℂ)) • ((1 / 2 : ℂ) • (1 - J)) := by
    intro k
    rw [hpow k]
    module
  rw [NormedSpace.exp_eq_tsum ℂ]
  refine (tsum_congr hterm).trans (hsum.tsum_eq.trans ?_)
  simp only [Complex.exp_add, Complex.cosh, Complex.sinh]
  module

/-- Measured from `e/2`, the Hamiltonian squares to the number `w²`. -/
theorem shifted_hamiltonian_sq (a : Matrix n n ℂ) (ha : a * a = 0)
    (hac : a * aᴴ + aᴴ * a = 1) (e : ℝ) (f : ℂ) :
    (hamiltonian a e f - ((e : ℂ) / 2) • 1) * (hamiltonian a e f - ((e : ℂ) / 2) • 1) =
      ((frequency e f : ℂ) ^ 2) • (1 : Matrix n n ℂ) := by
  have hcc : aᴴ * aᴴ = 0 := by rw [← conjTranspose_mul, ha, conjTranspose_zero]
  have h0 : a * aᴴ = 1 - aᴴ * a := eq_sub_of_add_eq hac
  -- the products of the operators occurring in H
  have h1 : aᴴ * a * aᴴ = aᴴ := by
    rw [mul_assoc, h0, mul_sub, mul_one, ← mul_assoc, hcc, zero_mul, sub_zero]
  have h2 : aᴴ * a * (aᴴ * a) = aᴴ * a := by rw [← mul_assoc, h1]
  have h3 : aᴴ * (aᴴ * a) = 0 := by rw [← mul_assoc, hcc, zero_mul]
  have h4 : aᴴ * a * a = 0 := by rw [mul_assoc, ha, mul_zero]
  have h5 : a * (aᴴ * a) = a := by
    rw [← mul_assoc, h0, sub_mul, one_mul, h4, sub_zero]
  have hw : (frequency e f : ℂ) ^ 2 = (e : ℂ) ^ 2 / 4 + f * conj f := by
    rw [Complex.mul_conj, Complex.normSq_eq_norm_sq, ← Complex.ofReal_pow, frequency_sq]
    push_cast
    ring
  rw [hw]
  simp only [hamiltonian, sub_mul, mul_sub, add_mul, mul_add, smul_mul_assoc,
    mul_smul_comm, mul_one, one_mul, h1, h2, h3, h4, h5, h0, ha, hcc]
  module

/-- The evolution operator is
`exp(-iet/2) (cos(wt) - i t sinc(wt) (H - e/2))`. -/
theorem evolution_eq (a : Matrix n n ℂ) (ha : a * a = 0)
    (hac : a * aᴴ + aᴴ * a = 1) (e : ℝ) (f : ℂ) (t : ℝ) :
    evolution a e f t = Complex.exp (((-(e * t / 2) : ℝ) : ℂ) * Complex.I) •
      ((Real.cos (frequency e f * t) : ℂ) • (1 : Matrix n n ℂ) -
        (Complex.I * ((t * Real.sinc (frequency e f * t) : ℝ) : ℂ)) •
          (hamiltonian a e f - ((e : ℂ) / 2) • 1)) := by
  by_cases hw : frequency e f = 0
  · -- without energy and drive nothing evolves
    have h := frequency_sq e f
    rw [hw] at h
    have he : e = 0 := by
      apply pow_eq_zero_iff (two_ne_zero) |>.mp
      nlinarith [sq_nonneg e, sq_nonneg ‖f‖]
    have hf : f = 0 := by
      apply norm_eq_zero.mp
      apply pow_eq_zero_iff (two_ne_zero) |>.mp
      nlinarith [sq_nonneg e, sq_nonneg ‖f‖]
    subst he hf
    simp [evolution, hamiltonian, hw, NormedSpace.exp_zero]
  · have hwc : (frequency e f : ℂ) ≠ 0 := Complex.ofReal_ne_zero.mpr hw
    have hsq := shifted_hamiltonian_sq a ha hac e f
    have hsin : (Real.sin (frequency e f * t) : ℂ) = (frequency e f : ℂ) *
        ((t * Real.sinc (frequency e f * t) : ℝ) : ℂ) := by
      rw [← Complex.ofReal_mul, mul_sinc]
    -- H = e/2 + w J with an involution J
    obtain ⟨J, hH, hJ⟩ : ∃ J : Matrix n n ℂ, hamiltonian a e f =
        ((e : ℂ) / 2) • 1 + (frequency e f : ℂ) • J ∧ J * J = 1 := by
      refine ⟨(frequency e f : ℂ)⁻¹ • (hamiltonian a e f - ((e : ℂ) / 2) • 1), ?_, ?_⟩
      · rw [smul_inv_smul₀ hwc]
        abel
      · rw [smul_mul_assoc, mul_smul_comm, hsq, smul_smul, smul_smul]
        have : (frequency e f : ℂ)⁻¹ * (frequency e f : ℂ)⁻¹ * (frequency e f : ℂ) ^ 2
            = 1 := by field_simp
        rw [this, one_smul]
    have harg : (-(Complex.I * t)) • hamiltonian a e f =
        (((-(e * t / 2) : ℝ) : ℂ) * Complex.I) • (1 : Matrix n n ℂ) +
        (((-(frequency e f * t) : ℝ) : ℂ) * Complex.I) • J := by
      rw [hH]
      push_cast
      module
    rw [evolution, harg, exp_involution J hJ, Complex.cosh_mul_I, Complex.sinh_mul_I,
      ← Complex.ofReal_cos, ← Complex.ofReal_sin, Real.cos_neg, Real.sin_neg,
      Complex.ofReal_neg (Real.sin _), hsin, hH]
    module

/-- Starting from a unit vector `v` with `a v = 0`, the occupation at time `t` is
`(|f| t sinc(wt))²`. -/
theorem occupation_evolution (a : Matrix n n ℂ) (ha : a * a = 0)
    (hac : a * aᴴ + aᴴ * a = 1) (v : n → ℂ) (hv : a *ᵥ v = 0)
    (hunit : ∑ i, ‖v i‖ ^ 2 = 1) (e : ℝ) (f : ℂ) (t : ℝ) :
    occupation a (evolution a e f t *ᵥ v) =
      (‖f‖ * (t * Real.sinc (frequency e f * t))) ^ 2 := by
  have hcv : a *ᵥ (aᴴ *ᵥ v) = v := by
    rw [mulVec_mulVec, eq_sub_of_add_eq hac, sub_mulVec, one_mulVec, ← mulVec_mulVec,
      hv, mulVec_zero, sub_zero]
  have hHv : a *ᵥ (hamiltonian a e f *ᵥ v) = f • v := by
    simp only [hamiltonian, add_mulVec, smul_mulVec, mulVec_smul,
      ← mulVec_mulVec, hv, hcv, mulVec_zero, smul_zero, zero_add, add_zero]
  -- removing the particle leads back to a multiple of v
  have hamp : a *ᵥ (evolution a e f t *ᵥ v) =
      (Complex.exp (((-(e * t / 2) : ℝ) : ℂ) * Complex.I) *
        (-(Complex.I * ((t * Real.sinc (frequency e f * t) : ℝ) : ℂ)) * f)) • v := by
    rw [evolution_eq a ha hac]
    simp only [sub_mulVec, smul_mulVec, one_mulVec, mulVec_sub, mulVec_smul, hv, hHv,
      smul_zero]
    module
  simp only [occupation, hamp, Pi.smul_apply, smul_eq_mul, norm_mul, mul_pow]
  rw [← Finset.mul_sum, hunit, Complex.norm_exp_ofReal_mul_I]
  simp only [norm_neg, norm_mul, Complex.norm_I, Complex.norm_real, Real.norm_eq_abs,
    mul_pow, sq_abs]
  ring

/-- Rabi formula: starting from a unit vector `v` with `a v = 0`, the occupation `N(t)` obeys `w²
N(t) = |f|² sin²(wt)`. -/
theorem rabi_formula (a : Matrix n n ℂ) (ha : a * a = 0)
    (hac : a * aᴴ + aᴴ * a = 1) (v : n → ℂ) (hv : a *ᵥ v = 0)
    (hunit : ∑ i, ‖v i‖ ^ 2 = 1) (e : ℝ) (f : ℂ) (t : ℝ) :
    frequency e f ^ 2 * occupation a (evolution a e f t *ᵥ v) =
      ‖f‖ ^ 2 * Real.sin (frequency e f * t) ^ 2 := by
  rw [occupation_evolution a ha hac v hv hunit, ← mul_sinc]
  ring

/-- Starting from a unit vector `v` with `a v = 0`, the occupation equals one at some real time
exactly when `e = 0` and the drive is nonzero. -/
theorem complete_filling_iff (a : Matrix n n ℂ) (ha : a * a = 0)
    (hac : a * aᴴ + aᴴ * a = 1) (v : n → ℂ) (hv : a *ᵥ v = 0)
    (hunit : ∑ i, ‖v i‖ ^ 2 = 1) (e : ℝ) (f : ℂ) :
    (∃ t : ℝ, occupation a (evolution a e f t *ᵥ v) = 1) ↔ e = 0 ∧ f ≠ 0 := by
  have hw := frequency_sq e f
  constructor
  · rintro ⟨t, ht⟩
    have hr := rabi_formula a ha hac v hv hunit e f t
    rw [ht, mul_one, hw] at hr
    constructor
    · have hle : ‖f‖ ^ 2 * Real.sin (frequency e f * t) ^ 2 ≤ ‖f‖ ^ 2 * 1 :=
        mul_le_mul_of_nonneg_left (Real.sin_sq_le_one _) (sq_nonneg _)
      apply pow_eq_zero_iff (two_ne_zero) |>.mp
      linarith [sq_nonneg e]
    · intro hf
      rw [occupation_evolution a ha hac v hv hunit, hf] at ht
      simp at ht
  · rintro ⟨he, hf⟩
    have hpos : 0 < ‖f‖ ^ 2 := by positivity
    have hwf : frequency e f ^ 2 = ‖f‖ ^ 2 := by rw [hw, he]; ring
    have hne : frequency e f ≠ 0 := by
      intro h
      rw [h] at hwf
      linarith
    -- a quarter turn fills the mode
    refine ⟨Real.pi / 2 / frequency e f, ?_⟩
    have hr := rabi_formula a ha hac v hv hunit e f (Real.pi / 2 / frequency e f)
    rw [mul_div_cancel₀ _ hne, Real.sin_pi_div_two, hwf, one_pow] at hr
    exact mul_left_cancel₀ hpos.ne' hr

/-- The 2 × 2 lowering matrix and the first basis vector satisfy all the relations
required of `a` and `v`. -/
theorem mode_witness :
    (!![0, 1; 0, 0] : Matrix (Fin 2) (Fin 2) ℂ) * !![0, 1; 0, 0] = 0 ∧
    (!![0, 1; 0, 0] : Matrix (Fin 2) (Fin 2) ℂ) * (!![0, 1; 0, 0])ᴴ +
      (!![0, 1; 0, 0])ᴴ * !![0, 1; 0, 0] = 1 ∧
    (!![0, 1; 0, 0] : Matrix (Fin 2) (Fin 2) ℂ) *ᵥ ![1, 0] = 0 ∧
    ∑ i, ‖(![1, 0] : Fin 2 → ℂ) i‖ ^ 2 = 1 := by
  refine ⟨?_, ?_, ?_, ?_⟩
  · ext i j
    fin_cases i <;> fin_cases j <;> simp [Matrix.mul_apply, Fin.sum_univ_succ]
  · have h : (!![0, 1; 0, 0] : Matrix (Fin 2) (Fin 2) ℂ)ᴴ = !![0, 0; 1, 0] := by
      ext i j
      fin_cases i <;> fin_cases j <;> simp [Matrix.conjTranspose_apply]
    rw [h]
    ext i j
    fin_cases i <;> fin_cases j <;> simp
  · ext i
    fin_cases i <;> simp [Matrix.mulVec, dotProduct, Fin.sum_univ_succ]
  · simp [Fin.sum_univ_succ]

end

end DrivenFermionMode
```

```lean
#print axioms DrivenFermionMode.complete_filling_iff
```

```
'DrivenFermionMode.complete_filling_iff' depends on axioms: [propext, Classical.choice, Quot.sound]
```

## From the exponential series to the occupation

`exp_involution` proves exp(x + yJ) = eˣ(cosh y + J sinh y) whenever J² = 1. Instead of sorting even and odd powers, it uses the projections (1 + J)/2 and (1 − J)/2. The induction `hpow` shows

(x + yJ)ᵏ = (x + y)ᵏ (1 + J)/2 + (x − y)ᵏ (1 − J)/2.

The matrix series therefore splits into two scalar exponential series, whose convergence is supplied by `hs`. Adding them gives the hyperbolic functions.

`shifted_hamiltonian_sq` is K² = w². The facts `h1`, `h2` and `h5` are the operator products worked out above, `h3` and `h4` are products that vanish because (a†)² = 0 and a² = 0, and `hw` rewrites w² as e²/4 + f conj(f). After `simp only` has expanded the square and inserted these products, `module` compares the coefficients of the remaining matrices.

`evolution_eq` is the closed propagator, with t sinc(wt) in place of sin(wt)/w. If w = 0, both squares in w² vanish, so e = 0 and f = 0, and both sides are the identity. If w ≠ 0, the proof constructs J = K/w, and `harg` writes the exponent as

−itH = −iet/2 − iwtJ.

Then `exp_involution` applies, and the hyperbolic functions of an imaginary argument become cos(wt) and −i sin(wt). The lemma `mul_sinc`, which says w · t sinc(wt) = sin(wt), absorbs the factor w between J and K.

In `occupation_evolution`, `hcv` is aa†v = v, `hHv` is aHv = f v, and `hamp` is the amplitude formula for a exp(−itH) v. The last lines take the squared moduli, use `hunit` for the sum over components and remove the phases. `rabi_formula` follows by multiplying by w² and using `mul_sinc` once more.

`complete_filling_iff` takes the two directions separately. The forward one bounds sin² by one to force e = 0, and finds f ≠ 0 from the main theorem. The backward one inserts the time (π/2)/w, where the sine equals one, and cancels |f|².

## Two levels, and the limit w → 0

Apart from the empty 0 × 0 matrix, for which there is no unit vector v, the smallest matrices that satisfy the relations are 2 × 2: a 1 × 1 matrix with a² = 0 is zero, which contradicts aa† + a†a = 1. `mode_witness` checks the relations for the lowering matrix with rows (0, 1) and (0, 0) and the empty state v = (1, 0). There H has the rows (0, conj(f)) and (f, e), and N(t) is the probability of finding the second basis state.

At fixed t, as e and f both go to zero, sinc(wt) tends to one and N(t) approaches |f|²t², which itself goes to zero. This agrees with the exact value N(t) = 0 at w = 0.
